# With k real amplitudes and k + 1 < N, an exponential ansatz misses the ground state of some real N-dimensional Hamiltonian

Before I optimise a unitary coupled-cluster energy, I count the independent amplitudes \(k\) against the dimension \(N\) of the symmetry sector, to judge whether the ansatz could be exact for every Hamiltonian there. But the exponential is nonlinear: a few generators produce all their products, and I can repeat factors without adding amplitudes. Could a clever choice of generators still reach every state with few amplitudes?

## Nonlinearity bends the set of states but adds no dimensions

No, if amplitudes and wavefunctions are real and \(k+1<N\). Let \(G_0,\dots,G_{k-1}\) be real \(N\times N\) matrices, \(\varphi\) a reference vector in an orthonormal basis, and

\[
f(t)=\exp\Big(\sum_i t_iG_i\Big)\varphi,\qquad F(c,t)=c\,f(t).
\]

The exponential series makes \(F\) continuously differentiable on \(\mathbb R^{k+1}\). On a bounded cube, \(F\) stretches distances by at most a constant factor. Cut the cube into \(m^{k+1}\) small cubes: each image fits in a ball of radius proportional to \(1/m\), so the total volume is at most a constant times \(m^{k+1-N}\), which tends to zero. Countably many cubes cover \(\mathbb R^{k+1}\), so the range of \(F\) has zero volume and contains no ball. The unreachable vectors are therefore dense.

Pick an unreachable \(w\). It is nonzero, because \(c=0\) reaches zero. Then \(v=w/\|w\|\) is also unreachable, since multiples of reachable vectors are reachable. Take \(H=-vv^{\mathsf T}\), so that \(Hv=-v\) and \(x^{\mathsf T}Hx=-(v\cdot x)^2\). If \(x\) is not proportional to \(v\),

\[
0<\|x-(v\cdot x)v\|^2=\|x\|^2-(v\cdot x)^2,
\]

so the normalised energy \(x^{\mathsf T}Hx/\|x\|^2\) lies strictly above \(-1\). This holds for every nonzero ansatz state: if one were \(dv\), dividing by \(d\ne0\) would make \(v\) reachable.

The density claim can fail at \(N=k+1\). Let \(G_i\) send \(e_0\) to \(e_{i+1}\) and annihilate the other basis vectors. Then \(A=\sum_i t_iG_i\) satisfies \(A^2=0\), so \(\exp(A)e_0=(1+A)e_0=(1,t)\). Any \(v\) with \(v_0\ne0\) is reached with \(c=v_0\) and \(t_i=v_{i+1}/v_0\), and these vectors form a nonempty open set.

In the Lean file, `reachable f` is the range of \(F\), and `expState` is the exponential ansatz. `productState` multiplies factors \(\exp(t_iG_i)\) in the order of a list `l`; a repeated index reuses the same amplitude. To give a repeated generator independent amplitudes, enter it several times in `G`, which raises \(k\). Antisymmetric generators give the real unitary case, but none of the theorems needs antisymmetry.

`IsNondegenerateGroundState` asks for a symmetric \(H\), a nonzero eigenvector and a strictly higher energy for every vector not proportional to it, written without normalisation as `E * (x ⬝ᵥ x) < x ⬝ᵥ (H *ᵥ x)`. The name `energy_gap` refers to this strict inequality, not to a spectral gap.

`exponential_ansatz_not_exact` states density and the missed ground state; `product_ansatz_not_exact` states the latter for products. The energy inequality for all nonzero ansatz states is in `ansatz_not_exact`, which holds for any continuously differentiable ansatz.

The Hamiltonian is built from the missed vector, so the step to a given molecule, whose Hamiltonian has only one- and two-body terms, remains open: its ground state may be reachable. Nor does the theorem guarantee a minimum error, since ansatz energies may come arbitrarily close to \(-1\).

```lean
import Mathlib

open Matrix

namespace ParameterCounting

noncomputable section

attribute [local instance] Matrix.linftyOpNormedRing Matrix.linftyOpNormedAlgebra

variable {k N : ℕ}

/-- All real multiples of the states produced by an ansatz `f` with `k` real amplitudes. -/
def reachable (f : (Fin k → ℝ) → Fin N → ℝ) : Set (Fin N → ℝ) :=
  Set.range fun p : ℝ × (Fin k → ℝ) => p.1 • f p.2

/-- The exponential ansatz `exp(∑ tᵢ Gᵢ) φ` with generators `G` and reference `φ`. -/
def expState (G : Fin k → Matrix (Fin N) (Fin N) ℝ) (φ : Fin N → ℝ)
    (t : Fin k → ℝ) : Fin N → ℝ :=
  NormedSpace.exp (∑ i, t i • G i) *ᵥ φ

/-- The factorised ansatz: a product of factors `exp(tᵢ Gᵢ)` applied to `φ`, with the indices
`i` read from the list `l`, in which they may repeat. -/
def productState (G : Fin k → Matrix (Fin N) (Fin N) ℝ) (l : List (Fin k)) (φ : Fin N → ℝ)
    (t : Fin k → ℝ) : Fin N → ℝ :=
  (l.map fun i => NormedSpace.exp (t i • G i)).prod *ᵥ φ

/-- The Hamiltonian `-v vᵀ`. -/
def parentH (v : Fin N → ℝ) : Matrix (Fin N) (Fin N) ℝ := -vecMulVec v v

/-- `v` is a nonzero eigenvector of the real symmetric `H`, and every vector not proportional
to `v` has an energy expectation strictly above the eigenvalue. -/
def IsNondegenerateGroundState (H : Matrix (Fin N) (Fin N) ℝ) (v : Fin N → ℝ) : Prop :=
  H.IsSymm ∧ v ≠ 0 ∧ ∃ E : ℝ, H *ᵥ v = E • v ∧
    ∀ x : Fin N → ℝ, (∀ c : ℝ, x ≠ c • v) → E * (x ⬝ᵥ x) < x ⬝ᵥ (H *ᵥ x)

lemma contDiff_exp_mulVec (φ : Fin N → ℝ) :
    ContDiff ℝ 1 (fun A : Matrix (Fin N) (Fin N) ℝ => NormedSpace.exp A) ∧
    ContDiff ℝ 1 (fun A : Matrix (Fin N) (Fin N) ℝ => A *ᵥ φ) := by
  have : CompleteSpace (Matrix (Fin N) (Fin N) ℝ) := FiniteDimensional.complete ℝ _
  constructor
  · exact contDiff_iff_contDiffAt.2 fun A =>
      (NormedSpace.exp_analytic (𝕂 := ℝ) A).contDiffAt
  · let L : Matrix (Fin N) (Fin N) ℝ →ₗ[ℝ] (Fin N → ℝ) :=
      { toFun := fun A => A *ᵥ φ
        map_add' := fun A B => Matrix.add_mulVec A B φ
        map_smul' := fun c A => Matrix.smul_mulVec c A φ }
    exact L.toContinuousLinearMap.contDiff

/-- The exponential ansatz depends continuously differentiably on its amplitudes. -/
theorem contDiff_expState (G : Fin k → Matrix (Fin N) (Fin N) ℝ) (φ : Fin N → ℝ) :
    ContDiff ℝ 1 (expState G φ) :=
  (contDiff_exp_mulVec φ).2.comp ((contDiff_exp_mulVec φ).1.comp
    (ContDiff.sum fun i _ => (contDiff_apply ℝ ℝ i).smul contDiff_const))

/-- The factorised ansatz depends continuously differentiably on its amplitudes. -/
theorem contDiff_productState (G : Fin k → Matrix (Fin N) (Fin N) ℝ) (l : List (Fin k))
    (φ : Fin N → ℝ) : ContDiff ℝ 1 (productState G l φ) := by
  refine (contDiff_exp_mulVec φ).2.comp ?_
  induction l with
  | nil => simpa using contDiff_const
  | cons i l ih =>
    simp only [List.map_cons, List.prod_cons]
    exact ((contDiff_exp_mulVec φ).1.comp
      ((contDiff_apply ℝ ℝ i).smul contDiff_const)).mul ih

/-- Parameter counting: if `k + 1 < N`, the vectors that a continuously differentiable ansatz
with `k` amplitudes and a free prefactor cannot reach are dense. -/
theorem dense_unreachable {f : (Fin k → ℝ) → Fin N → ℝ} (hf : ContDiff ℝ 1 f)
    (hk : k + 1 < N) : Dense (reachable f)ᶜ := by
  have h : ContDiff ℝ 1 (fun p : ℝ × (Fin k → ℝ) => p.1 • f p.2) :=
    contDiff_fst.smul (hf.comp contDiff_snd)
  refine h.dense_compl_range_of_finrank_lt_finrank ?_
  rw [Module.finrank_prod, Module.finrank_self, Module.finrank_fin_fun, Module.finrank_fin_fun]
  omega

lemma smul_mem_reachable {f : (Fin k → ℝ) → Fin N → ℝ} {x : Fin N → ℝ} (a : ℝ)
    (hx : x ∈ reachable f) : a • x ∈ reachable f := by
  obtain ⟨p, rfl⟩ := hx
  exact ⟨(a * p.1, p.2), mul_smul _ _ _⟩

lemma dot_self_pos {x : Fin N → ℝ} (hx : x ≠ 0) : 0 < x ⬝ᵥ x :=
  lt_of_le_of_ne (Finset.sum_nonneg fun i _ => mul_self_nonneg (x i))
    fun h => hx (dotProduct_self_eq_zero.1 h.symm)

lemma parentH_mulVec (v x : Fin N → ℝ) : parentH v *ᵥ x = (-(v ⬝ᵥ x)) • v := by
  ext i
  simp only [parentH, Matrix.mulVec, dotProduct, Matrix.neg_apply, Matrix.vecMulVec_apply,
    Pi.smul_apply, smul_eq_mul, neg_mul, Finset.sum_neg_distrib, Finset.sum_mul]
  congr 1
  exact Finset.sum_congr rfl fun j _ => by ring

/-- For a unit vector `v`, every vector not proportional to `v` has an energy expectation
under `-v vᵀ` strictly above `-1` times its squared norm. -/
theorem energy_gap {v x : Fin N → ℝ} (hv : v ⬝ᵥ v = 1) (hx : ∀ c : ℝ, x ≠ c • v) :
    -1 * (x ⬝ᵥ x) < x ⬝ᵥ (parentH v *ᵥ x) := by
  -- the part of x orthogonal to v has positive norm
  have h := dot_self_pos (sub_ne_zero.2 (hx (v ⬝ᵥ x)))
  simp only [sub_dotProduct, dotProduct_sub, smul_dotProduct, dotProduct_smul, smul_eq_mul,
    hv, dotProduct_comm x v] at h
  rw [parentH_mulVec, dotProduct_smul, smul_eq_mul, dotProduct_comm x v]
  nlinarith [h]

/-- A unit vector `v` is the nondegenerate ground state of `-v vᵀ`. -/
theorem parentH_groundState {v : Fin N → ℝ} (hv : v ⬝ᵥ v = 1) :
    IsNondegenerateGroundState (parentH v) v := by
  refine ⟨?_, ?_, -1, ?_, fun x hx => energy_gap hv hx⟩
  · ext i j
    simp [parentH, Matrix.vecMulVec_apply, mul_comm]
  · rintro rfl
    simp at hv
  · rw [parentH_mulVec, hv]

/-- If `k + 1 < N`, any continuously differentiable ansatz with `k` amplitudes misses some unit
vector `v`, the nondegenerate ground state of `-v vᵀ`, and all its nonzero states have energy
strictly above `-1`. -/
theorem ansatz_not_exact {f : (Fin k → ℝ) → Fin N → ℝ} (hf : ContDiff ℝ 1 f)
    (hk : k + 1 < N) : ∃ v : Fin N → ℝ, v ⬝ᵥ v = 1 ∧ v ∉ reachable f ∧
      IsNondegenerateGroundState (parentH v) v ∧
      ∀ x ∈ reachable f, x ≠ 0 → -1 * (x ⬝ᵥ x) < x ⬝ᵥ (parentH v *ᵥ x) := by
  obtain ⟨w, hw⟩ := (dense_unreachable hf hk).nonempty
  have hw0 : w ≠ 0 := by
    rintro rfl
    exact hw ⟨(0, 0), by simp⟩
  -- normalise the unreachable vector
  have hpos := dot_self_pos hw0
  obtain ⟨s, hs, hss⟩ : ∃ s : ℝ, s ≠ 0 ∧ s * s = w ⬝ᵥ w :=
    ⟨√(w ⬝ᵥ w), (Real.sqrt_pos.2 hpos).ne', Real.mul_self_sqrt hpos.le⟩
  have hv : (s⁻¹ • w) ⬝ᵥ (s⁻¹ • w) = 1 := by
    rw [smul_dotProduct, dotProduct_smul, smul_eq_mul, smul_eq_mul, ← hss]
    field_simp
  have hvr : s⁻¹ • w ∉ reachable f := fun h => hw (by
    have h' := smul_mem_reachable s h
    rwa [smul_inv_smul₀ hs] at h')
  refine ⟨s⁻¹ • w, hv, hvr, parentH_groundState hv, fun x hx hx0 => energy_gap hv ?_⟩
  -- a reachable nonzero multiple of v would make v reachable
  intro d hd
  have hd0 : d ≠ 0 := by
    rintro rfl
    exact hx0 (by rw [hd, zero_smul])
  apply hvr
  have h' := smul_mem_reachable d⁻¹ hx
  rwa [hd, inv_smul_smul₀ hd0] at h'

/-- With `k` generators and `k + 1 < N`, the vectors not of the form `c exp(∑ tᵢ Gᵢ) φ` are
dense, and some unit vector `v` among them is the nondegenerate ground state of `-v vᵀ`. -/
theorem exponential_ansatz_not_exact (G : Fin k → Matrix (Fin N) (Fin N) ℝ)
    (φ : Fin N → ℝ) (hk : k + 1 < N) :
    Dense (reachable (expState G φ))ᶜ ∧ ∃ v : Fin N → ℝ, v ⬝ᵥ v = 1 ∧
      IsNondegenerateGroundState (parentH v) v ∧
      ∀ (c : ℝ) (t : Fin k → ℝ), c • expState G φ t ≠ v := by
  obtain ⟨v, hv, hvr, hg, _⟩ := ansatz_not_exact (contDiff_expState G φ) hk
  exact ⟨dense_unreachable (contDiff_expState G φ) hk, v, hv, hg,
    fun c t h => hvr ⟨(c, t), h⟩⟩

/-- The same limit for the factorised ansatz: however many factors the product has, `k`
independent amplitudes with `k + 1 < N` miss the nondegenerate ground state of some `-v vᵀ`. -/
theorem product_ansatz_not_exact (G : Fin k → Matrix (Fin N) (Fin N) ℝ) (l : List (Fin k))
    (φ : Fin N → ℝ) (hk : k + 1 < N) :
    ∃ v : Fin N → ℝ, v ⬝ᵥ v = 1 ∧ IsNondegenerateGroundState (parentH v) v ∧
      ∀ (c : ℝ) (t : Fin k → ℝ), c • productState G l φ t ≠ v := by
  obtain ⟨v, hv, hvr, hg, _⟩ := ansatz_not_exact (contDiff_productState G l φ) hk
  exact ⟨v, hv, hg, fun c t h => hvr ⟨(c, t), h⟩⟩

/-- The excitation from basis state `0` to basis state `i + 1`. -/
def excitation (i : Fin k) : Matrix (Fin (k + 1)) (Fin (k + 1)) ℝ :=
  Matrix.of fun a b => if a = i.succ ∧ b = 0 then 1 else 0

/-- The excitations out of basis state `0` generate the state with components `(1, t)`. -/
theorem expState_excitation (t : Fin k → ℝ) :
    expState excitation (Pi.single 0 1) t = Fin.cons 1 t := by
  unfold expState
  set A : Matrix (Fin (k + 1)) (Fin (k + 1)) ℝ := ∑ i, t i • excitation i with hA
  have h0 : ∀ b, A 0 b = 0 := fun b => by
    simp [hA, Matrix.sum_apply, excitation, fun i : Fin k => (Fin.succ_ne_zero i).symm]
  have h1 : ∀ a c, c ≠ 0 → A a c = 0 := fun a c hc => by
    simp [hA, Matrix.sum_apply, excitation, hc]
  have h2 : ∀ i : Fin k, A i.succ 0 = t i := fun i => by
    simp [hA, Matrix.sum_apply, excitation]
  have hsq : A * A = 0 := by
    ext a b
    rw [Matrix.mul_apply, Matrix.zero_apply]
    refine Finset.sum_eq_zero fun c _ => ?_
    by_cases hc : c = 0
    · rw [hc, h0, mul_zero]
    · rw [h1 a c hc, zero_mul]
  -- the exponential series stops after the linear term
  have hexp : NormedSpace.exp A = 1 + A := by
    have h := congrFun (NormedSpace.exp_eq_tsum (𝕂 := ℝ)
      (𝔸 := Matrix (Fin (k + 1)) (Fin (k + 1)) ℝ)) A
    refine h.trans ((tsum_eq_sum (s := Finset.range 2) fun n hn => ?_).trans ?_)
    · obtain ⟨m, rfl⟩ := Nat.exists_eq_add_of_le (not_lt.1 (fun h => hn (Finset.mem_range.2 h)))
      rw [pow_add, pow_two, hsq, zero_mul, smul_zero]
    · simp [Finset.sum_range_succ]
  have hcol : ∀ (M : Matrix (Fin (k + 1)) (Fin (k + 1)) ℝ) (a : Fin (k + 1)),
      (M *ᵥ Pi.single 0 1) a = M a 0 := fun M a => by simp
  rw [hexp]
  funext a
  rw [hcol, Matrix.add_apply]
  refine Fin.cases ?_ (fun i => ?_) a
  · rw [h0, Matrix.one_apply_eq, add_zero, Fin.cons_zero]
  · rw [h2, Matrix.one_apply_ne (Fin.succ_ne_zero i), zero_add, Fin.cons_succ]

/-- The density claim of `dense_unreachable` can fail at `N = k + 1`: in dimension `k + 1` the `k`
excitations out of basis state `0`, applied to that state and with a free prefactor, reach every
vector that overlaps with it, and the unreachable vectors are not dense. -/
theorem counting_bound_sharp (k : ℕ) :
    (∀ v : Fin (k + 1) → ℝ, v 0 ≠ 0 →
      v ∈ reachable (expState (excitation (k := k)) (Pi.single 0 1))) ∧
    ¬ Dense (reachable (expState (excitation (k := k)) (Pi.single 0 1)))ᶜ := by
  have h : ∀ v : Fin (k + 1) → ℝ, v 0 ≠ 0 →
      v ∈ reachable (expState (excitation (k := k)) (Pi.single 0 1)) := by
    intro v hv
    refine ⟨(v 0, fun i => v i.succ / v 0), ?_⟩
    funext a
    simp only [expState_excitation, Pi.smul_apply, smul_eq_mul]
    refine Fin.cases ?_ (fun i => ?_) a
    · rw [Fin.cons_zero, mul_one]
    · rw [Fin.cons_succ, mul_div_cancel₀ _ hv]
  refine ⟨h, fun hd => ?_⟩
  obtain ⟨v, hv, hv'⟩ := hd.inter_open_nonempty {v : Fin (k + 1) → ℝ | v 0 ≠ 0}
    (isOpen_ne_fun (continuous_apply 0) continuous_const) ⟨Pi.single 0 1, by simp⟩
  exact hv' (h v hv)

end

end ParameterCounting
```

```lean
#print axioms ParameterCounting.ansatz_not_exact
#print axioms ParameterCounting.exponential_ansatz_not_exact
#print axioms ParameterCounting.product_ansatz_not_exact
#print axioms ParameterCounting.counting_bound_sharp
```

```
'ParameterCounting.ansatz_not_exact' depends on axioms: [propext, Classical.choice, Quot.sound]
'ParameterCounting.exponential_ansatz_not_exact' depends on axioms: [propext, Classical.choice, Quot.sound]
'ParameterCounting.product_ansatz_not_exact' depends on axioms: [propext, Classical.choice, Quot.sound]
'ParameterCounting.counting_bound_sharp' depends on axioms: [propext, Classical.choice, Quot.sound]
```

`contDiff_exp_mulVec` supplies smoothness of the exponential and of its action on \(\varphi\); for products, induction on the list adds one factor at a time. `dense_unreachable` replaces the volume estimate by a Mathlib theorem on ranges of differentiable maps, and `omega` closes the dimension count. `smul_mem_reachable` provides the rescaling used in `ansatz_not_exact`. In `energy_gap`, `dot_self_pos` gives the positive norm of the orthogonal part, and `nlinarith` finishes the inequality. For the example at \(N=k+1\), `hsq` is \(A^2=0\) and `hexp` cuts the series after its linear term.

The volume argument also gives a neighbouring result. For fixed \(G\) and \(\varphi\) there are only countably many finite lists `l`, and a countable union of zero-volume sets has zero volume. Hence, when \(k+1<N\), a single \(v\) is missed by all orderings and repetitions at once, as long as repeated factors share their amplitude.
